# Three-point power-law extrapolation of energies: the condition on the exponent, with explicit amplitude and limit

The declaration concerns the extrapolation of energies `a`, `b`, `c` at cardinal numbers `x`, `y`, `z` by the law E + A X^(−p), with A > 0 and p > 0. The cardinal numbers are treated as real, with x and y positive and z > y; the energies are any real numbers. It states that the law passes through all three points exactly when p > 0, c < b, (y/x)^p − 1 = r(1 − (y/z)^p) with r = (a − b)/(b − c), and A and E have the values A = (b − c)/(y^(−p) − z^(−p)) and E = b − A y^(−p). It does not claim that such an exponent exists for given energies. The attempt writes x^(−p) and z^(−p) as multiples of y^(−p), replaces the powers and exponentials by plain variables, and proves each direction by algebra.

Lean 4 with Mathlib refuses this proof:

```lean
import Mathlib

namespace IsFitIff

noncomputable section

/-- The extrapolation formula `E + A X^(-p)` for the energy at cardinal number `X > 0`. -/
def powerLaw (E A p X : ℝ) : ℝ := E + A * X ^ (-p)

/-- The power law with amplitude `A > 0` and exponent `p > 0` passes through the energies
`a, b, c` at the cardinal numbers `x, y, z`. -/
def IsFit (x y z a b c E A p : ℝ) : Prop :=
  0 < A ∧ 0 < p ∧ a = powerLaw E A p x ∧ b = powerLaw E A p y ∧ c = powerLaw E A p z

/-- Ratio of the first energy gap to the second, for `b ≠ c`. -/
def gapRatio (a b c : ℝ) : ℝ := (a - b) / (b - c)

/-- Mismatch of a trial exponent `p` with the gap ratio `r`, where `s` and `t` are the
logarithmic spacings of the cardinal numbers. -/
def mismatch (s t r p : ℝ) : ℝ :=
  (Real.exp (s * p) - 1) - r * (1 - Real.exp (-(t * p)))

/-- For cardinal numbers `x, y > 0` and `z > y`, a fit amounts to a positive exponent without
mismatch and `c < b`, with amplitude and limit given by explicit formulas. -/
theorem isFit_iff {x y z a b c E A p : ℝ} (hx : 0 < x) (hy : 0 < y) (hyz : y < z) :
    IsFit x y z a b c E A p ↔ 0 < p ∧ c < b ∧
      mismatch (Real.log (y / x)) (Real.log (z / y)) (gapRatio a b c) p = 0 ∧
      A = (b - c) / (y ^ (-p) - z ^ (-p)) ∧ E = b - A * y ^ (-p) := by
  have hz : 0 < z := hy.trans hyz
  have ht : 0 < Real.log (z / y) := Real.log_pos ((one_lt_div hy).2 hyz)
  have ex : x ^ (-p) = y ^ (-p) * Real.exp (Real.log (y / x) * p) := by
    rw [Real.rpow_def_of_pos hx, Real.rpow_def_of_pos hy, ← Real.exp_add,
      Real.log_div hy.ne' hx.ne']
    congr 1; ring
  have ez : z ^ (-p) = y ^ (-p) * Real.exp (-(Real.log (z / y) * p)) := by
    rw [Real.rpow_def_of_pos hz, Real.rpow_def_of_pos hy, ← Real.exp_add,
      Real.log_div hz.ne' hy.ne']
    congr 1; ring
  have hw := Real.rpow_pos_of_pos hy (-p)
  have hv : 0 < p → Real.exp (-(Real.log (z / y) * p)) < 1 := fun hp =>
    Real.exp_lt_one (neg_lt_zero.2 (mul_pos ht hp))
  unfold IsFit powerLaw mismatch gapRatio
  rw [ex, ez]
  clear ex ez
  generalize y ^ (-p) = w at hw ⊢
  generalize Real.exp (Real.log (y / x) * p) = u
  generalize Real.exp (-(Real.log (z / y) * p)) = v at hv ⊢
  constructor
  · rintro ⟨hA, hp, ha, hb, hc⟩
    have hd : 0 < w - w * v := by nlinarith [mul_pos hw (sub_pos.2 (hv hp))]
    have hbc : b - c = A * (w - w * v) := by linear_combination hb - hc
    have hpos : 0 < b - c := by rw [hbc]; exact mul_pos hA hd
    refine ⟨hp, by linarith, ?_, ?_, by linarith⟩
    · have hr : (a - b) / (b - c) * (b - c) = a - b := div_mul_cancel₀ _ hpos.ne'
      generalize (a - b) / (b - c) = r at hr ⊢
      have h0 : A * w * (u - 1 - r * (1 - v)) = 0 := by
        linear_combination -hr - ha + hb + r * hbc
      exact (mul_eq_zero.1 h0).resolve_left (mul_pos hA hw).ne'
    · rw [eq_div_iff hd.ne']; exact hbc.symm
  · rintro ⟨hp, hcb, hm, hA, hE⟩
    have hd : 0 < w - w * v := by nlinarith [mul_pos hw (sub_pos.2 (hv hp))]
    have hbc : A * (w - w * v) = b - c := by rw [hA]; exact div_mul_cancel₀ _ hd.ne'
    have hApos : 0 < A := by rw [hA]; exact div_pos (sub_pos.2 hcb) hd
    have hr : (a - b) / (b - c) * (b - c) = a - b :=
      div_mul_cancel₀ _ (sub_pos.2 hcb).ne'
    generalize (a - b) / (b - c) = r at hr hm
    refine ⟨hApos, hp, ?_, by linarith, ?_⟩
    · linear_combination -(A * w) * hm - r * hbc - hr - hE
    · linear_combination hbc - hE

end

end IsFitIff
```

The compiler's answer:

```
Main.lean:41:4: error(lean.unknownIdentifier): Unknown constant `Real.exp_lt_one`
```

The message says that Lean knows no constant called `Real.exp_lt_one`. The attempt calls it in the proof of `hv`, which states that for p > 0 the exponential of `-(Real.log (z / y) * p)` is less than 1. The mathematics of that step is sound: `ht` and `hp` make the product positive, so the exponent is negative, and `neg_lt_zero.2 (mul_pos ht hp)` proves just this. Only the name of the lemma that should turn this into the bound on the exponential was wrong.

The repair uses `Real.exp_lt_one_iff` instead, which states the bound as an equivalence. A proof that the exponent is negative can't be handed to an equivalence directly, so `.2` picks out the direction from a negative exponent to an exponential below 1. The argument stays as it was, and nothing else in the file changes.

Lean accepts the file once it reads:

```diff
@@ -39,5 +39,5 @@
   have hw := Real.rpow_pos_of_pos hy (-p)
   have hv : 0 < p → Real.exp (-(Real.log (z / y) * p)) < 1 := fun hp =>
-    Real.exp_lt_one (neg_lt_zero.2 (mul_pos ht hp))
+    Real.exp_lt_one_iff.2 (neg_lt_zero.2 (mul_pos ht hp))
   unfold IsFit powerLaw mismatch gapRatio
   rw [ex, ez]
```
